# The broken bonds of an Ising ring with couplings ±1 fix its spins up to a global flip

On a finite ring of `n` ≥ 1 sites, each spin is 1 or −1, and so is each coupling `J i` between site `i` and the next. A bond is broken when the product of its coupling and its two spins is −1. The declaration `eq_up_to_flip` states that if two configurations `s` and `t` have the same broken bonds for the same couplings, then there is one sign `u` with `s i = u * t i` at every site. The attempt shows that the product `s i * t i` is the same on neighbouring sites, carries this round the ring by induction from site 0, and takes the product at site 0 as `u`.

In Lean, a first try:

```lean
import Mathlib

open Finset

namespace EqUpToFlip

variable {n : ℕ} [NeZero n]

/-- The value `J_i s_i s_(i+1)` of bond `i` on a ring of `n` sites: `1` if the bond is
satisfied, `-1` if it is broken. -/
def bond (J s : Fin n → ℤˣ) (i : Fin n) : ℤˣ := J i * s i * s (i + 1)

/-- The set of broken bonds of a spin configuration. -/
def broken (J s : Fin n → ℤˣ) : Finset (Fin n) := univ.filter (fun i => bond J s i = -1)

/-- The neighbour of site `i` has the number `i + 1` modulo `n`. -/
theorem val_succ (i : Fin n) : (i + 1).val = (i.val + 1) % n := by
  rw [Fin.val_add, Fin.val_one', Nat.add_mod_mod]

/-- Two configurations with the same broken bonds differ at most by a global spin flip. -/
theorem eq_up_to_flip (J s t : Fin n → ℤˣ) (h : broken J s = broken J t) :
    ∃ u : ℤˣ, ∀ i, s i = u * t i := by
  have k1 : ∀ a b : ℤˣ, (a = -1 ↔ b = -1) → a = b := by decide
  have k2 : ∀ j a a' b b' : ℤˣ, j * a * a' = j * b * b' → a' * b' = a * b := by decide
  -- the relative sign of `s` and `t` is the same on neighbouring sites
  have step : ∀ i, s (i + 1) * t (i + 1) = s i * t i := fun i =>
    k2 (J i) _ _ _ _ (k1 _ _ (by simpa [broken] using Finset.ext_iff.mp h i))
  have all : ∀ (m : ℕ) (hm : m < n), s ⟨m, hm⟩ * t ⟨m, hm⟩
      = s ⟨0, Nat.pos_of_neZero n⟩ * t ⟨0, Nat.pos_of_neZero n⟩ := by
    intro m
    induction m with
    | zero => intro hm; rfl
    | succ m ih =>
      intro hm
      have e : (⟨m + 1, hm⟩ : Fin n) = ⟨m, by omega⟩ + 1 :=
        Fin.ext (by rw [val_succ]; exact (Nat.mod_eq_of_lt hm).symm)
      rw [e, step]
      exact ih _
  refine ⟨_, fun i => ?_⟩
  · exact s ⟨0, Nat.pos_of_neZero n⟩ * t ⟨0, Nat.pos_of_neZero n⟩
  · have hi : s i * t i = _ := all i.val i.isLt
    rw [← hi, mul_assoc, Int.units_mul_self, mul_one]

end EqUpToFlip
```

Compiling this gives:

```
Main.lean:27:33: error: Type mismatch: After simplification, term
  Finset.ext_iff.mp h i
 has type
  Iff (bond J s i = -1) (bond J t i = -1)
but is expected to have type
  Iff (J i * s i * s (i + 1) = -1) (J i * t i * t (i + 1) = -1)
Main.lean:22:36: error: unsolved goals
n : ℕ
inst✝ : NeZero n
J s t : Fin n → ℤˣ
h : broken J s = broken J t
k1 : ∀ (a b : ℤˣ), (a = -1 ↔ b = -1) → a = b
k2 : ∀ (j a a' b b' : ℤˣ), j * a * a' = j * b * b' → a' * b' = a * b
step : ∀ (i : Fin n), s (i + 1) * t (i + 1) = s i * t i
all : ∀ (m : ℕ) (hm : m < n), s ⟨m, hm⟩ * t ⟨m, hm⟩ = s ⟨0, ⋯⟩ * t ⟨0, ⋯⟩
⊢ ∃ u, ∀ (i : Fin n), s i = u * t i
```

What went wrong. The first message is about `step`. There `k2` makes the expected statement one about the written-out products, while `simpa [broken]` unfolds `broken` but not `bond`. The two sides mean the same, but `simpa` does not unfold `bond` to match them. The repair first proves `hb`, which is stated with `bond`, so that `simpa` meets the form it produces. `k2` then accepts `hb i`, since `bond` is by definition that product.

The second message shows the goal as it stood before `refine ⟨_, fun i => ?_⟩`, so that step did not go through. In `refine`, a `_` must be found by unification, and only `?_` leaves a goal to prove later. Nothing in that line determines `u`, and the bullet meant to supply it comes too late. The repair writes the product at site 0 directly into `refine`.

The rest is tidying: the explicit arguments to `k1` and `k2`, the written-out right side of `hi`, which Lean can read off from `all`, and the removal of the bullet before `hi`.

Lean accepts the file once it reads:

```diff
@@ -24,6 +24,8 @@
   have k2 : ∀ j a a' b b' : ℤˣ, j * a * a' = j * b * b' → a' * b' = a * b := by decide
   -- the relative sign of `s` and `t` is the same on neighbouring sites
+  have hb : ∀ i, bond J s i = bond J t i := fun i =>
+    k1 (bond J s i) (bond J t i) (by simpa [broken] using Finset.ext_iff.mp h i)
   have step : ∀ i, s (i + 1) * t (i + 1) = s i * t i := fun i =>
-    k2 (J i) _ _ _ _ (k1 _ _ (by simpa [broken] using Finset.ext_iff.mp h i))
+    k2 (J i) (s i) (s (i + 1)) (t i) (t (i + 1)) (hb i)
   have all : ∀ (m : ℕ) (hm : m < n), s ⟨m, hm⟩ * t ⟨m, hm⟩
       = s ⟨0, Nat.pos_of_neZero n⟩ * t ⟨0, Nat.pos_of_neZero n⟩ := by
@@ -37,8 +39,8 @@
       rw [e, step]
       exact ih _
-  refine ⟨_, fun i => ?_⟩
-  · exact s ⟨0, Nat.pos_of_neZero n⟩ * t ⟨0, Nat.pos_of_neZero n⟩
-  · have hi : s i * t i = _ := all i.val i.isLt
-    rw [← hi, mul_assoc, Int.units_mul_self, mul_one]
+  refine ⟨s ⟨0, Nat.pos_of_neZero n⟩ * t ⟨0, Nat.pos_of_neZero n⟩, fun i => ?_⟩
+  have hi : s i * t i = s ⟨0, Nat.pos_of_neZero n⟩ * t ⟨0, Nat.pos_of_neZero n⟩ :=
+    all i.val i.isLt
+  rw [← hi, mul_assoc, Int.units_mul_self, mul_one]
 
 end EqUpToFlip
```
